# Newton's method for the occupation energy Dn − 2k√n with D, k > 0: convergence from 0 < n < 9k²/(4D²), and a single step in the amplitude √n

Let D, k > 0 and

E(n) = Dn − 2k√n, n ≥ 0.

The unique minimiser is m = k²/D². Newton iteration for E′ = 0, started at n > 0, stays positive and converges to m if n < 9m/4. If n ≥ 9m/4, its first step already gives a nonpositive occupation. Newton's method for the same energy in the amplitude x = √n reaches √m in one step from any x > 0.

This bears on occupation optimisation in density-matrix functional theory, for a model with one variable occupation, and with the orbitals and all other occupations held fixed. It shows that the choice of variable can decide whether an undamped Newton step is usable.

```lean
import Mathlib

open Filter Topology

namespace OccupationNewton

noncomputable section
```

## One occupation with a square-root coupling

In functionals whose exchange-correlation energy contains products √(nᵢnⱼ), the terms in which a single occupation n enters include a linear one and a square-root one, and the model keeps these two. The constant D is the energy cost per unit of occupation, from one-electron energy, mean-field repulsion by the other orbitals and the orbital's own exchange-type term (linear because √(n·n) = n), measured relative to the chemical potential. The constant k collects the exchange-type coupling of this orbital to the others, weighted by the square roots of their fixed occupations. Terms quadratic in n, such as the orbital's own Hartree repulsion, are left out.

```lean
/-- The model energy `D n - 2 k √n` as a function of the occupation `n ≥ 0`. -/
def energy (D k n : ℝ) : ℝ := D * n - 2 * k * √n
```

All quantities are real numbers. No upper bound on n is imposed, so m is an admissible spin-orbital occupation only when k ≤ D. The candidate minimiser gets its own name.

```lean
/-- The occupation `k² / D²`, defined for `D ≠ 0`. -/
def optOcc (D k : ℝ) : ℝ := k ^ 2 / D ^ 2
```

For a function f of one variable, Newton's method for f′ = 0 replaces x by

x − f′(x)/f″(x).

```lean
/-- One Newton step for the stationarity condition `f' = 0`, defined where `f` is twice
differentiable with nonzero second derivative. -/
def newtonStep (f : ℝ → ℝ) (x : ℝ) : ℝ := x - deriv f x / deriv (deriv f) x
```

`newtonStep` takes the function itself as an argument and uses Mathlib's derivative `deriv`. The same rule can therefore be applied to E and to x ↦ E(x²), and both update formulas below are derived from it. Lean assigns `deriv` a value even where no derivative exists, but the theorems evaluate the rule only at positive points, where both functions are smooth.

## The minimum, by completing the square

Put s = √n. Then

E(n) = Ds² − 2ks = D(s − k/D)² − k²/D.

The square vanishes only at s = k/D, which is n = m, so

E(n) − E(m) = D(√n − k/D)² > 0 for n ≥ 0, n ≠ m.

```lean
variable {D k n : ℝ}

/-- For `D, k > 0` the occupation `k² / D²` has strictly lower energy than every other
nonnegative occupation. -/
theorem energy_optOcc_lt (hD : 0 < D) (hk : 0 < k) (hn : 0 ≤ n) (hne : n ≠ optOcc D k) :
    energy D k (optOcc D k) < energy D k n := by
  have hm : optOcc D k = (k / D) ^ 2 := (div_pow k D 2).symm
  obtain ⟨s, hs, rfl⟩ : ∃ s, 0 ≤ s ∧ s ^ 2 = n := ⟨√n, Real.sqrt_nonneg n, Real.sq_sqrt hn⟩
  have hsne : s - k / D ≠ 0 := by
    intro h
    exact hne (by rw [hm, sub_eq_zero.1 h])
  have hpos : 0 < D * (s - k / D) ^ 2 := by positivity
  -- complete the square in the amplitude
  have hid : D * s ^ 2 - 2 * k * s - (D * (k / D) ^ 2 - 2 * k * (k / D))
      = D * (s - k / D) ^ 2 := by
    field_simp
    ring
  rw [hm]
  unfold energy
  rw [Real.sqrt_sq hs, Real.sqrt_sq (by positivity)]
  linarith
```

The theorem says that every nonnegative occupation other than m has strictly higher energy than m. The proof writes n as s², notes that s ≠ k/D because n ≠ m, and verifies the completed square as `hid` with `field_simp` and `ring`. The strict inequality then follows by `linarith`.

## Slope, curvature and the Newton map

For n > 0 the slope is

E′(n) = D − k/√n.

```lean
/-- At positive occupation the slope of the energy is `D - k / √n`. -/
theorem hasDerivAt_energy (hn : 0 < n) : HasDerivAt (energy D k) (D - k / √n) n := by
  have hs : 0 < √n := Real.sqrt_pos.2 hn
  have h : HasDerivAt (energy D k) (D * 1 - 2 * k * (1 / (2 * √n))) n :=
    ((hasDerivAt_id' n).const_mul D).fun_sub
      ((Real.hasDerivAt_sqrt hn.ne').const_mul (2 * k))
  have h2 : 2 * k * (1 / (2 * √n)) = k / √n := by field_simp
  rwa [mul_one, h2] at h
```

`HasDerivAt` states that the derivative exists and has this value. The proof differentiates the two terms separately and simplifies 2k · 1/(2√n) to k/√n.

A second differentiation gives

E″(n) = k/(2(√n)³),

which is positive, so the energy is convex and the trouble with large starting values does not come from negative curvature. It comes from overshooting: as n grows, the slope tends to D while the curvature tends to zero. Writing N(n) for the Newton step,

N(n) = n − (D − k/√n) · 2(√n)³/k
= n − 2Dn√n/k + 2n
= n(3 − 2D√n/k).

Since D/k = 1/√m, this is also N(n) = n(3 − 2√(n/m)).

```lean
/-- For `k > 0` and positive occupation, the Newton step for the energy is
`n (3 - 2 D √n / k)`. -/
theorem newtonStep_energy (hk : 0 < k) (hn : 0 < n) :
    newtonStep (energy D k) n = n * (3 - 2 * D * √n / k) := by
  have hs : 0 < √n := Real.sqrt_pos.2 hn
  -- the curvature of the energy
  have h2 : deriv (deriv (energy D k)) n = k / (2 * √n ^ 3) := by
    have he : deriv (energy D k) =ᶠ[𝓝 n] fun y => D - k / √y := by
      filter_upwards [lt_mem_nhds hn] with y hy using (hasDerivAt_energy hy).deriv
    rw [he.deriv_eq]
    have h := ((hasDerivAt_const n k).fun_div (Real.hasDerivAt_sqrt hn.ne') hs.ne').const_sub D
    refine h.deriv.trans ?_
    rw [zero_mul, zero_sub, neg_div, neg_neg]
    field_simp
  have key : ∀ s : ℝ, 0 < s →
      s ^ 2 - (D - k / s) / (k / (2 * s ^ 3)) = s ^ 2 * (3 - 2 * D * s / k) := by
    intro s hs
    field_simp
    ring
  have h := key (√n) hs
  rw [Real.sq_sqrt hn.le] at h
  unfold newtonStep
  rw [(hasDerivAt_energy hn).deriv, h2]
  exact h
```

To differentiate E′ at n, one needs its formula in a neighbourhood of n and not only at the point. That is the role of `he`, which holds because all points near a positive n are positive. The quotient rule then gives the curvature `h2`, and `key` is the algebra above with s in place of √n.

## The threshold 9m/4

As n > 0, the sign of N(n) is the sign of the bracket:

N(n) > 0 ⇔ 2D√n/k < 3 ⇔ √n < 3k/(2D) ⇔ n < 9k²/(4D²) = 9m/4.

At n = 9m/4 the step lands exactly on zero, and beyond it the step is negative. For a weakly occupied orbital the threshold is small: with m = 0.01 it is 0.0225, and a start at 0.04 is sent to −0.04.

```lean
/-- For `D, k > 0`, a Newton step from a positive occupation gives a positive occupation exactly
when the starting value is below `9/4` of `k² / D²`. -/
theorem newtonStep_pos_iff (hD : 0 < D) (hk : 0 < k) (hn : 0 < n) :
    0 < newtonStep (energy D k) n ↔ n < 9 / 4 * optOcc D k := by
  have hm : 9 / 4 * optOcc D k = (3 * k / (2 * D)) ^ 2 := by
    unfold optOcc
    ring
  rw [newtonStep_energy hk hn, mul_pos_iff_of_pos_left hn, sub_pos, div_lt_iff₀ hk, hm,
    ← Real.sqrt_lt' (by positivity), lt_div_iff₀ (by positivity)]
  constructor <;> intro h <;> linarith
```

The statement is an equivalence, so the threshold is sharp. The rewrites work on both sides of it: on the left the positive factor n is removed and the bracket is rearranged, on the right the inequality between n and a square is turned into one for √n, and `linarith` matches the two.

## The error after one step

With s = √n, the distance from the new value to the minimiser factorises:

m − N(n) = k²/D² − 3s² + 2Ds³/k
= (k − Ds)²(k + 2Ds)/(D²k) ≥ 0.

A Newton step from a positive occupation therefore never lands above m. The size of the error follows from a second identity,

(n − m)²/m − (m − N(n)) = s²(k − Ds)²/k² ≥ 0,

so that

0 ≤ m − N(n) ≤ (n − m)²/m.

In relative terms, the new error is at most the square of the old one.

```lean
/-- For `D, k > 0`, a Newton step from a positive occupation never exceeds `m = k² / D²`, and the
new error is at most the square of the old one divided by `m`. -/
theorem newtonStep_error (hD : 0 < D) (hk : 0 < k) (hn : 0 < n) :
    newtonStep (energy D k) n ≤ optOcc D k ∧
      optOcc D k - newtonStep (energy D k) n ≤ (n - optOcc D k) ^ 2 / optOcc D k := by
  rw [newtonStep_energy hk hn]
  obtain ⟨s, hs, rfl⟩ : ∃ s, 0 < s ∧ s ^ 2 = n :=
    ⟨√n, Real.sqrt_pos.2 hn, Real.sq_sqrt hn.le⟩
  rw [Real.sqrt_sq hs.le]
  unfold optOcc
  -- both gaps are manifestly nonnegative
  have h1 : k ^ 2 / D ^ 2 - s ^ 2 * (3 - 2 * D * s / k)
      = (k - D * s) ^ 2 * (k + 2 * D * s) / (D ^ 2 * k) := by
    field_simp
    ring
  have h2 : (s ^ 2 - k ^ 2 / D ^ 2) ^ 2 / (k ^ 2 / D ^ 2)
      - (k ^ 2 / D ^ 2 - s ^ 2 * (3 - 2 * D * s / k))
      = s ^ 2 * (k - D * s) ^ 2 / k ^ 2 := by
    field_simp
    ring
  have p1 : 0 ≤ (k - D * s) ^ 2 * (k + 2 * D * s) / (D ^ 2 * k) := by positivity
  have p2 : 0 ≤ s ^ 2 * (k - D * s) ^ 2 / k ^ 2 := by positivity
  constructor <;> linarith
```

The two parts of the conclusion are the upper bound N(n) ≤ m and the quadratic error estimate. The identities are `h1` and `h2`, `positivity` confirms that their right-hand sides are nonnegative, and `linarith` reads off the inequalities. The estimate holds for every n > 0, but for n ≥ 2m it allows an error of m or more and so does not by itself keep the new occupation positive.

## Convergence below the threshold

Let x(0) = n and x(j+1) = N(x(j)), with 0 < n < 9m/4.

First, the interval (0, 9m/4) is preserved. A step from it is positive by the threshold result, and it is at most m, hence below 9m/4. All iterates are therefore positive, and x(j+1) ≤ m for every j.

Second, the iterates increase from x(1) onwards. If 0 < y ≤ m, then √y ≤ k/D, so

3 − 2D√y/k ≥ 1 and N(y) ≥ y.

Third, an increasing sequence bounded by m has a limit L, and L ≥ x(1) > 0. Because n(3 − 2D√n/k) is continuous in n, passing to the limit in the recursion gives

L = L(3 − 2D√L/k).

Dividing by L > 0 leaves 2D√L/k = 2, so √L = k/D and L = m.

If instead n ≥ 9m/4, the threshold result says that N(n) is not positive.

```lean
/-- Let `D, k > 0` and `m = k² / D²`. Newton iteration from `n > 0` stays positive and converges
to `m` if `n < 9 m / 4`, while its first step is nonpositive if `n ≥ 9 m / 4`. -/
theorem newton_occupation (hD : 0 < D) (hk : 0 < k) (hn : 0 < n) :
    (n < 9 / 4 * optOcc D k →
      (∀ j : ℕ, 0 < (newtonStep (energy D k))^[j] n) ∧
      Tendsto (fun j : ℕ => (newtonStep (energy D k))^[j] n) atTop (𝓝 (optOcc D k))) ∧
    (9 / 4 * optOcc D k ≤ n → newtonStep (energy D k) n ≤ 0) := by
  refine ⟨fun hlt => ?_, fun hge => not_lt.1 fun h =>
    not_lt_of_ge hge ((newtonStep_pos_iff hD hk hn).1 h)⟩
  have hm : 0 < optOcc D k := by unfold optOcc; positivity
  set x : ℕ → ℝ := fun j => (newtonStep (energy D k))^[j] n with hx
  have hstep : ∀ j, x (j + 1) = newtonStep (energy D k) (x j) := fun j =>
    Function.iterate_succ_apply' _ j n
  -- the interval (0, 9m/4) is preserved
  have hin : ∀ j, 0 < x j ∧ x j < 9 / 4 * optOcc D k := by
    intro j
    induction j with
    | zero => exact ⟨hn, hlt⟩
    | succ j ih =>
      rw [hstep]
      have h := (newtonStep_error hD hk ih.1).1
      exact ⟨(newtonStep_pos_iff hD hk ih.1).2 ih.2, by linarith⟩
  have hle : ∀ j, x (j + 1) ≤ optOcc D k := fun j => by
    rw [hstep]
    exact (newtonStep_error hD hk (hin j).1).1
  -- after the first step the iterates increase
  have hmono : Monotone fun j => x (j + 1) := by
    refine monotone_nat_of_le_succ fun j => ?_
    have hp := (hin (j + 1)).1
    have hs : √(x (j + 1)) ≤ k / D := by
      refine Real.sqrt_le_iff.2 ⟨by positivity, ?_⟩
      rw [div_pow]
      exact hle j
    have hq : 2 * D * √(x (j + 1)) / k ≤ 2 := by
      rw [le_div_iff₀ hD] at hs
      rw [div_le_iff₀ hk]
      linarith
    rw [hstep (j + 1), newtonStep_energy hk hp]
    nlinarith
  have hbdd : BddAbove (Set.range fun j => x (j + 1)) :=
    ⟨optOcc D k, by rintro _ ⟨j, rfl⟩; exact hle j⟩
  obtain ⟨L, hL⟩ : ∃ L, Tendsto (fun j => x (j + 1)) atTop (𝓝 L) :=
    ⟨_, tendsto_atTop_ciSup hmono hbdd⟩
  have hLpos : 0 < L := lt_of_lt_of_le (hin 1).1 (hmono.ge_of_tendsto hL 0)
  -- the limit is a positive fixed point of the Newton map
  have hcont : Continuous fun y : ℝ => y * (3 - 2 * D * √y / k) := by fun_prop
  have hfix : L = L * (3 - 2 * D * √L / k) := by
    refine tendsto_nhds_unique ((tendsto_add_atTop_iff_nat 1).2 hL) ?_
    refine ((hcont.tendsto L).comp hL).congr fun j => ?_
    exact ((hstep (j + 1)).trans (newtonStep_energy hk (hin (j + 1)).1)).symm
  have h3 : 2 * D * √L / k = 2 := by
    have h := mul_left_cancel₀ hLpos.ne' ((mul_one L).trans hfix)
    linarith
  have h4 : √L = k / D := by
    rw [div_eq_iff hk.ne'] at h3
    rw [eq_div_iff hD.ne']
    linarith
  have h5 : L = optOcc D k := by
    rw [← Real.sq_sqrt hLpos.le, h4, div_pow, optOcc]
  rw [h5] at hL
  exact ⟨fun j => (hin j).1, (tendsto_add_atTop_iff_nat 1).1 hL⟩
```

The notation `(newtonStep (energy D k))^[j] n` means j Newton steps applied to n, with j = 0 giving n itself. `Tendsto … atTop (𝓝 (optOcc D k))` is ordinary convergence to m as j → ∞. The first part of the theorem gives positivity of all iterates and convergence. The second part concerns the first step only, and says nothing about what a program would do after receiving a nonpositive occupation. Damping, line searches and projection back to allowed occupations are absent from the model.

In the proof, `hin` is the induction for the preserved interval, `hle` the bound by m, and `hmono` the monotonicity of the sequence starting at x(1). The limit comes from `tendsto_atTop_ciSup`, the convergence of a bounded monotone sequence to its supremum. `hfix` is the fixed-point equation, obtained from uniqueness of limits, and `h3` to `h5` solve it. The last line returns from the shifted sequence to the original one.

Since every iterate is positive, the error estimate applies at each step, and the convergence is quadratic.

## One step in the amplitude

Now let x > 0 denote an amplitude, with n = x². The energy becomes a parabola:

E(x²) = Dx² − 2kx.

Its first derivative is 2Dx − 2k and its second derivative is 2D. One Newton step gives

x − (2Dx − 2k)/(2D) = k/D = √m,

whatever the positive starting amplitude. Each Newton step goes to the stationary point of a quadratic model of the function, and here, for positive amplitudes, the model is the function itself.

```lean
/-- For `D, k > 0`, Newton's method in the amplitude `x = √n` arrives at the square root of
`k² / D²` in a single step from any `x > 0`. -/
theorem newtonStep_amplitude (hD : 0 < D) (hk : 0 < k) {x : ℝ} (hx : 0 < x) :
    newtonStep (fun z => energy D k (z ^ 2)) x = √(optOcc D k) := by
  -- for positive amplitudes the energy is a parabola
  have h1 : ∀ y : ℝ, 0 < y →
      HasDerivAt (fun z => energy D k (z ^ 2)) (2 * D * y - 2 * k) y := by
    intro y hy
    have h : HasDerivAt (fun z : ℝ => D * (z * z) - 2 * k * z) (2 * D * y - 2 * k) y := by
      refine ((((hasDerivAt_id' y).fun_mul (hasDerivAt_id' y)).const_mul D).fun_sub
        ((hasDerivAt_id' y).const_mul (2 * k))).congr_deriv ?_
      ring
    refine h.congr_of_eventuallyEq ?_
    filter_upwards [lt_mem_nhds hy] with z hz
    simp only [energy]
    rw [Real.sqrt_sq hz.le]
    ring
  have h2 : deriv (deriv fun z => energy D k (z ^ 2)) x = 2 * D := by
    have he : (deriv fun z => energy D k (z ^ 2)) =ᶠ[𝓝 x] fun y => 2 * D * y - 2 * k := by
      filter_upwards [lt_mem_nhds hx] with y hy using (h1 y hy).deriv
    rw [he.deriv_eq]
    exact (((hasDerivAt_id' x).const_mul (2 * D)).sub_const (2 * k)).deriv.trans (mul_one _)
  have hm : optOcc D k = (k / D) ^ 2 := (div_pow k D 2).symm
  unfold newtonStep
  rw [(h1 x hx).deriv, h2, hm, Real.sqrt_sq (by positivity)]
  field_simp
  ring

end

end OccupationNewton
```

The function handed to `newtonStep` is `fun z => energy D k (z ^ 2)`, the original energy with a squared argument. The parabola appears only after √(z²) is replaced by z, which is valid for z ≥ 0. Because x is strictly positive, the replacement holds in a neighbourhood of x, and both derivatives can be taken from the parabola. This is done in `h1` and `h2`, and the closing `field_simp` and `ring` evaluate the step.

The result is an amplitude, `√(optOcc D k)`, and squaring it gives the occupation m. A start at x = √n with n ≥ 9m/4, from which the step in n fails, is thus as good as any other positive start. The single step relies on the energy being exactly quadratic in x. With several coupled occupations, a particle-number constraint or the omitted n² term, the amplitude energy is in general a different optimisation problem, for which one step need not suffice.

```lean
#print axioms OccupationNewton.energy_optOcc_lt
#print axioms OccupationNewton.newton_occupation
#print axioms OccupationNewton.newtonStep_amplitude
```

```
'OccupationNewton.energy_optOcc_lt' depends on axioms: [propext, Classical.choice, Quot.sound]
'OccupationNewton.newton_occupation' depends on axioms: [propext, Classical.choice, Quot.sound]
'OccupationNewton.newtonStep_amplitude' depends on axioms: [propext, Classical.choice, Quot.sound]
```
